# Constant potentials solve the exchange OEP equation for closed shells on translation-invariant rings

To compare the gap left by a local exact-exchange potential with the one produced by nonlocal exchange on a periodic ring, we take the optimized-effective-potential (OEP) equation to be the vanishing of a first-order density response, evaluated with the orbitals of a fixed one-electron Hamiltonian $h$. The usual derivation, which makes the total energy stationary with respect to the local potential and uses the orbitals of $h+v$, is not given here. A constant potential leaves the orbitals of $h$ unchanged, so for such solutions the fixed orbitals are also those of $h+v$.

The sites form a finite set $G$, with one real orbital per site. Later $G$ becomes an abelian group, such as the ring $\mathbb Z_M$.

In Lean 4 with Mathlib:

```lean
import Mathlib

open Matrix

namespace PeriodicExchangeOEP

noncomputable section

variable {G : Type*} [Fintype G] [DecidableEq G]
```

## Closed shell, exchange and the OEP equation

The columns of $U$ are orthonormal orbitals with $hU=U\,\mathrm{diag}(\varepsilon)$, which makes $h$ symmetric. Every occupied level lies strictly below every empty one. For a translation-invariant $h$ on a ring, the real orbitals can be chosen as cosine and sine combinations of plane waves, and the gap condition forbids occupying only one of a degenerate pair.

```lean
/-- The columns of `U` are real orthonormal orbitals of `h` with energies `ε`, and every
occupied level lies strictly below every empty one. -/
structure ClosedShell (h U : Matrix G G ℝ) (ε : G → ℝ) (occ : Finset G) : Prop where
  orthonormal : Uᵀ * U = 1
  eigen : h * U = U * diagonal ε
  gap : ∀ i ∈ occ, ∀ a ∉ occ, ε i < ε a
```

For one spin channel, the density matrix is $P_{xy}=\sum_{i\in\mathrm{occ}}U_{xi}U_{yi}$.

```lean
/-- The density matrix `P`; for orthonormal orbitals it is the projector on the occupied ones. -/
def density (U : Matrix G G ℝ) (occ : Finset G) : Matrix G G ℝ :=
  Matrix.of fun x y => ∑ i ∈ occ, U x i * U y i
```

With interaction $w$, nonlocal exchange multiplies entry by entry: $K_{xy}=-w_{xy}P_{xy}$. Physically $w$ is symmetric, although the theorems do not need this.

```lean
/-- The nonlocal exchange operator `K_xy = -w_xy P_xy`. -/
def exchange (w P : Matrix G G ℝ) : Matrix G G ℝ :=
  Matrix.of fun x y => -w x y * P x y
```

Perturbing $h$ by $K-v$, where the local potential $v$ acts as a diagonal matrix, mixes occupied orbitals $i$ with empty orbitals $a$. Up to a constant prefactor, the density changes by

$$R_x=\sum_{i\in\mathrm{occ}}\sum_{a\notin\mathrm{occ}}\frac{U_{xi}U_{xa}\,[U^{T}(K-v)U]_{ia}}{\varepsilon_i-\varepsilon_a}.$$

```lean
/-- First-order density response at site `x` (up to a factor 2) to the perturbation `K - v`, for
symmetric `K` and orthonormal orbitals `U` of energies `ε`, when the occupied levels differ from all
empty ones. -/
def oepResidual (U : Matrix G G ℝ) (ε : G → ℝ) (occ : Finset G) (K : Matrix G G ℝ)
    (v : G → ℝ) (x : G) : ℝ :=
  ∑ i ∈ occ, ∑ a ∈ occᶜ, U x i * U x a * (Uᵀ * (K - diagonal v) * U) i a / (ε i - ε a)
```

The OEP equation is $R_x=0$ at every site.

```lean
/-- The exchange OEP equation: the density response to `K - v` vanishes at every site. -/
def SolvesOEP (U : Matrix G G ℝ) (ε : G → ℝ) (occ : Finset G) (K : Matrix G G ℝ)
    (v : G → ℝ) : Prop :=
  ∀ x, oepResidual U ε occ K v x = 0
```

## Which local potentials solve it

Write $\tilde A=U^TAU$ and $D=U\,\mathrm{diag}(d)\,U^T$. Multiplying $AD=DA$ by $U^T$ on the left and $U$ on the right gives $\tilde A_{ij}d_j=d_i\tilde A_{ij}$. Since $UU^T=1$, the step can be reversed.

```lean
/-- In an orthonormal orbital basis, `A` commutes with the operator of eigenvalues `d` exactly
when its matrix elements satisfy `A_ij d_j = d_i A_ij`. -/
theorem commute_iff_orbital {U : Matrix G G ℝ} (hU : Uᵀ * U = 1) (A : Matrix G G ℝ)
    (d : G → ℝ) : A * (U * diagonal d * Uᵀ) = U * diagonal d * Uᵀ * A ↔
      ∀ i j, (Uᵀ * A * U) i j * d j = d i * (Uᵀ * A * U) i j := by
  have hU' : U * Uᵀ = 1 := mul_eq_one_comm.mp hU
  constructor
  · intro e i j
    have k : Uᵀ * A * U * diagonal d = diagonal d * (Uᵀ * A * U) := by
      calc Uᵀ * A * U * diagonal d = Uᵀ * A * U * diagonal d * (Uᵀ * U) := by
            rw [hU, Matrix.mul_one]
        _ = Uᵀ * (A * (U * diagonal d * Uᵀ)) * U := by simp only [Matrix.mul_assoc]
        _ = Uᵀ * (U * diagonal d * Uᵀ * A) * U := by rw [e]
        _ = (Uᵀ * U) * (diagonal d * (Uᵀ * A * U)) := by simp only [Matrix.mul_assoc]
        _ = _ := by rw [hU, Matrix.one_mul]
    have := congrFun (congrFun k i) j
    rwa [Matrix.mul_diagonal, Matrix.diagonal_mul] at this
  · intro e
    have k : Uᵀ * A * U * diagonal d = diagonal d * (Uᵀ * A * U) := by
      ext i j
      rw [Matrix.mul_diagonal, Matrix.diagonal_mul]
      exact e i j
    calc A * (U * diagonal d * Uᵀ) = (U * Uᵀ) * (A * (U * diagonal d * Uᵀ)) := by
          rw [hU', Matrix.one_mul]
      _ = U * (Uᵀ * A * U * diagonal d) * Uᵀ := by simp only [Matrix.mul_assoc]
      _ = U * (diagonal d * (Uᵀ * A * U)) * Uᵀ := by rw [k]
      _ = U * diagonal d * Uᵀ * A * (U * Uᵀ) := by simp only [Matrix.mul_assoc]
      _ = _ := by rw [hU', Matrix.mul_one]
```

For $D=P$, $d$ is 1 on occupied orbitals and 0 on empty ones. The condition is trivial within each set; between the sets it says $\tilde A_{ia}=0$.

```lean
/-- For orthonormal orbitals, an operator commutes with the density matrix exactly when it
does not couple occupied and empty orbitals. -/
theorem commute_density_iff {U : Matrix G G ℝ} (hU : Uᵀ * U = 1) (occ : Finset G)
    (A : Matrix G G ℝ) : A * density U occ = density U occ * A ↔
      ∀ i a, (i ∈ occ ↔ a ∉ occ) → (Uᵀ * A * U) i a = 0 := by
  have hP : density U occ = U * diagonal (fun i => if i ∈ occ then (1 : ℝ) else 0) * Uᵀ := by
    ext x y
    rw [Matrix.mul_apply]
    simp [density, Matrix.mul_diagonal, Finset.sum_ite_mem]
  rw [hP, commute_iff_orbital hU]
  refine forall₂_congr fun i a => ?_
  by_cases hi : i ∈ occ <;> by_cases ha : a ∈ occ <;> simp [hi, ha]
  exact eq_comm
```

Suppose $K$ commutes with $P$. Then $K$ drops out of the response, and only $-\tilde v_{ia}$ remains, with $\tilde v_{ia}=\sum_x v_xU_{xi}U_{xa}$. If $R=0$, pairing it with $v$ gives

$$0=\sum_x v_xR_x=\sum_{i\in\mathrm{occ}}\sum_{a\notin\mathrm{occ}}\frac{\tilde v_{ia}^2}{\varepsilon_a-\varepsilon_i}.$$

Every term is non-negative, so every $\tilde v_{ia}$ vanishes. By symmetry $\tilde v_{ai}$ vanishes too, and $v$ commutes with $P$; in entries, $(v_x-v_y)P_{xy}=0$. Conversely, this condition makes every $\tilde v_{ia}$, and hence $R$, zero. In the code, `hsum` is the paired equation and `hz` extracts the vanishing matrix elements.

```lean
/-- For a closed shell and an exchange operator commuting with `P`, a local potential solves
the OEP equation exactly when it is equal on any two sites with `P_xy ≠ 0`. -/
theorem solvesOEP_iff {h U K : Matrix G G ℝ} {ε : G → ℝ} {occ : Finset G}
    (hs : ClosedShell h U ε occ) (hK : K * density U occ = density U occ * K) (v : G → ℝ) :
    SolvesOEP U ε occ K v ↔ ∀ x y, density U occ x y ≠ 0 → v x = v y := by
  have hv : diagonal v * density U occ = density U occ * diagonal v ↔
      ∀ x y, density U occ x y ≠ 0 → v x = v y := by
    rw [← Matrix.ext_iff]
    refine forall₂_congr fun x y => ?_
    rw [Matrix.diagonal_mul, Matrix.mul_diagonal, mul_comm (density U occ x y),
      mul_eq_mul_right_iff]
    tauto
  have hg : ∀ i a, (Uᵀ * diagonal v * U) i a = ∑ x, v x * (U x i * U x a) := by
    intro i a
    rw [Matrix.mul_apply]
    refine Finset.sum_congr rfl fun x _ => ?_
    rw [Matrix.mul_diagonal, Matrix.transpose_apply]
    ring
  -- only the local potential couples occupied and empty orbitals
  have hm : ∀ i ∈ occ, ∀ a ∈ occᶜ,
      (Uᵀ * (K - diagonal v) * U) i a = -(Uᵀ * diagonal v * U) i a := by
    intro i hi a ha
    rw [Matrix.mul_sub, Matrix.sub_mul, Matrix.sub_apply,
      (commute_density_iff hs.orthonormal occ K).1 hK i a
        ⟨fun _ => Finset.mem_compl.1 ha, fun _ => hi⟩, zero_sub]
  rw [← hv, commute_density_iff hs.orthonormal]
  constructor
  · intro ho
    -- pair the OEP equation with the potential itself
    have hsum : ∑ i ∈ occ, ∑ a ∈ occᶜ,
        (Uᵀ * diagonal v * U) i a ^ 2 / (ε a - ε i) = 0 := by
      have h0 : ∑ x, v x * oepResidual U ε occ K v x = 0 :=
        Finset.sum_eq_zero fun x _ => by rw [ho x, mul_zero]
      rw [← h0]
      symm
      simp only [oepResidual, Finset.mul_sum]
      refine Finset.sum_comm.trans (Finset.sum_congr rfl fun i hi =>
        Finset.sum_comm.trans (Finset.sum_congr rfl fun a ha => ?_))
      rw [hm i hi a ha, sq, mul_div_assoc]
      nth_rewrite 2 [hg i a]
      rw [Finset.sum_mul]
      refine Finset.sum_congr rfl fun x _ => ?_
      rw [← neg_sub (ε a) (ε i), mul_neg, neg_div_neg_eq]
      ring
    have hpos : ∀ i ∈ occ, ∀ a ∈ occᶜ,
        0 ≤ (Uᵀ * diagonal v * U) i a ^ 2 / (ε a - ε i) := fun i hi a ha =>
      div_nonneg (sq_nonneg _) (sub_nonneg.2 (hs.gap i hi a (Finset.mem_compl.1 ha)).le)
    have hz : ∀ i ∈ occ, ∀ a ∉ occ, (Uᵀ * diagonal v * U) i a = 0 := by
      intro i hi a ha
      have h1 := (Finset.sum_eq_zero_iff_of_nonneg
        fun i hi => Finset.sum_nonneg (hpos i hi)).1 hsum i hi
      have h2 := (Finset.sum_eq_zero_iff_of_nonneg (hpos i hi)).1 h1 a (Finset.mem_compl.2 ha)
      rcases div_eq_zero_iff.1 h2 with h3 | h3
      · exact (pow_eq_zero_iff two_ne_zero).1 h3
      · exact absurd h3 (sub_pos.2 (hs.gap i hi a ha)).ne'
    intro i a hia
    by_cases hi : i ∈ occ
    · exact hz i hi a (hia.1 hi)
    · have ha : a ∈ occ := by tauto
      have e := hz a ha i hi
      rw [hg] at e ⊢
      exact (Finset.sum_congr rfl fun x _ => by ring).trans e
  · intro hc x
    unfold oepResidual
    refine Finset.sum_eq_zero fun i hi => Finset.sum_eq_zero fun a ha => ?_
    rw [hm i hi a ha, hc i a ⟨fun _ => Finset.mem_compl.1 ha, fun _ => hi⟩,
      neg_zero, mul_zero, zero_div]
```

A constant $c$ gives $(h+c)U=U\,\mathrm{diag}(\varepsilon+c)$, so all level differences are unchanged.

```lean
/-- A constant potential `c` keeps the orbitals and the filling of a closed shell and moves
every level by `c`. -/
theorem ClosedShell.add_const {h U : Matrix G G ℝ} {ε : G → ℝ} {occ : Finset G}
    (hs : ClosedShell h U ε occ) (c : ℝ) :
    ClosedShell (h + diagonal fun _ => c) U (fun i => ε i + c) occ := by
  refine ⟨hs.orthonormal, ?_, fun i hi a ha => by linarith [hs.gap i hi a ha]⟩
  ext x i
  have e := congrFun (congrFun hs.eigen x) i
  rw [Matrix.mul_diagonal] at e
  rw [Matrix.add_mul, Matrix.add_apply, e, Matrix.diagonal_mul, Matrix.mul_diagonal]
  ring
```

## Translation symmetry

With addition on $G$, translation invariance means $A_{x+s,y+s}=A_{xy}$.

```lean
variable [AddCommGroup G]

/-- Invariance of a matrix under all translations of the periodic lattice `G`. -/
def TranslationInvariant (A : Matrix G G ℝ) : Prop :=
  ∀ s x y, A (x + s) (y + s) = A x y
```

The translation operator has entries $(T_s)_{xy}=1$ if $x=y+s$, and 0 otherwise.

```lean
/-- The operator that translates by `s`. -/
def translation (s : G) : Matrix G G ℝ :=
  Matrix.of fun x y => if x = y + s then 1 else 0
```

A plane wave is a character $\chi$, with $\chi(x+y)=\chi(x)\chi(y)$; on $\mathbb Z_M$ it is $e^{2\pi ikx/M}$ for an integer $k$. It is left unnormalised, which does not affect eigenvalues. Its candidate eigenvalue is $\lambda_A(\chi)=\sum_zA_{0z}\chi(z)$, called `band` in the code.

```lean
/-- The eigenvalue formula `∑_z A_0z χ(z)` for a plane wave `χ`. -/
def band (A : Matrix G G ℝ) (χ : AddChar G ℂ) : ℂ := ∑ z, (A 0 z : ℂ) * χ z
```

Two invariant matrices commute. In $(AB)_{xy}=\sum_zA_{xz}B_{zy}$, set $z'=x+y-z$. Invariance gives $A_{xz}=A_{z'y}$ and $B_{zy}=B_{xz'}$, so the sum is $(BA)_{xy}$.

```lean
omit [DecidableEq G] in
/-- Translation-invariant matrices on a periodic lattice commute. -/
theorem TranslationInvariant.commute {A B : Matrix G G ℝ} (hA : TranslationInvariant A)
    (hB : TranslationInvariant B) : A * B = B * A := by
  ext x y
  rw [Matrix.mul_apply, Matrix.mul_apply]
  refine Fintype.sum_equiv (Equiv.subLeft (x + y)) _ _ fun z => ?_
  show A x z * B z y = B x (x + y - z) * A (x + y - z) y
  have h1 := hA (y - z) x z
  have h2 := hB (x - z) z y
  rw [show x + (y - z) = x + y - z by abel, show z + (y - z) = y by abel] at h1
  rw [show z + (x - z) = x by abel, show y + (x - z) = x + y - z by abel] at h2
  rw [h1, h2, mul_comm]
```

In particular $T_s$ commutes with $h$, so $(\varepsilon_a-\varepsilon_i)(\tilde T_s)_{ia}=0$. Across the gap the first factor is nonzero, so $T_s$ does not couple occupied to empty orbitals and commutes with $P$. The $(x+s,y)$ entry of $T_sP=PT_s$ reads $P_{xy}=P_{x+s,y+s}$.

```lean
/-- The density matrix of a closed shell of a translation-invariant Hamiltonian is
translation-invariant. -/
theorem density_translationInvariant {h U : Matrix G G ℝ} {ε : G → ℝ} {occ : Finset G}
    (hs : ClosedShell h U ε occ) (hh : TranslationInvariant h) :
    TranslationInvariant (density U occ) := by
  intro s x y
  have hT : TranslationInvariant (translation s) := by
    intro r a b
    have e : a + r = b + r + s ↔ a = b + s := by rw [add_right_comm b r s, add_left_inj]
    simp only [translation, Matrix.of_apply, e]
  have hspec : h = U * diagonal ε * Uᵀ := by
    rw [← hs.eigen, Matrix.mul_assoc, mul_eq_one_comm.mp hs.orthonormal, Matrix.mul_one]
  have hc := hT.commute hh
  rw [hspec, commute_iff_orbital hs.orthonormal] at hc
  -- a translation cannot couple levels across the gap
  have hP : translation s * density U occ = density U occ * translation s := by
    rw [commute_density_iff hs.orthonormal]
    intro i a hia
    have hne : ε a - ε i ≠ 0 := by
      by_cases hi : i ∈ occ
      · exact (sub_pos.2 (hs.gap i hi a (hia.1 hi))).ne'
      · have ha : a ∈ occ := by tauto
        exact (sub_neg.2 (hs.gap a ha i hi)).ne
    exact (mul_eq_zero.1 (by linear_combination hc i a :
      (Uᵀ * translation s * U) i a * (ε a - ε i) = 0)).resolve_right hne
  have e := congrFun (congrFun hP (x + s)) y
  simp [Matrix.mul_apply, translation] at e
  exact e.symm
```

Substituting $y=x+z$ gives the plane-wave eigenvalue:

$$\sum_yA_{xy}\chi(y)=\sum_zA_{0z}\chi(x+z)=\lambda_A(\chi)\chi(x).$$

```lean
omit [DecidableEq G] in
/-- Every plane wave is an eigenvector of a translation-invariant matrix `A`, with eigenvalue
`band A χ`. -/
theorem planeWave_level {A : Matrix G G ℝ} (hA : TranslationInvariant A) (χ : AddChar G ℂ)
    (x : G) : ∑ y, (A x y : ℂ) * χ y = band A χ * χ x := by
  unfold band
  rw [Finset.sum_mul]
  symm
  refine Fintype.sum_equiv (Equiv.addLeft x) _ _ fun z => ?_
  show (A 0 z : ℂ) * χ z * χ x = (A x (x + z) : ℂ) * χ (x + z)
  have e := hA x 0 z
  rw [zero_add, add_comm z x] at e
  rw [e, AddChar.map_add_eq_mul]
  ring
```

## Local and nonlocal exchange compared

Let $h$ and $w$ be translation-invariant. Then $P$ is invariant, and so is the entrywise product $K$; hence $K$ commutes with $h$ and $P$. Every constant satisfies the site condition for OEP solutions and shifts all levels of $h$ equally. Adding the two plane-wave equations gives $\lambda_h(\chi)+\lambda_K(\chi)$ as the level of $h+K$.

For exact-exchange calculations, this separates a uniform local shift from nonlocal shifts that can differ from level to level, within a finite lattice with one orbital per site and $K$ built once from the orbitals of $h$.

```lean
/-- For translation-invariant `h` and `w` and a closed shell of `h`, exchange commutes with `h`
and `P`; each constant potential solves the OEP equation and moves all levels of `h` equally;
and each plane-wave level of `h + K` is that of `h` plus the eigenvalue of `K`. -/
theorem periodic_exchange_oep {h w U : Matrix G G ℝ} {ε : G → ℝ} {occ : Finset G}
    (hs : ClosedShell h U ε occ) (hh : TranslationInvariant h) (hw : TranslationInvariant w) :
    let P := density U occ
    let K := exchange w P
    K * h = h * K ∧ K * P = P * K ∧
    (∀ c : ℝ, SolvesOEP U ε occ K (fun _ => c) ∧
      ClosedShell (h + diagonal fun _ => c) U (fun i => ε i + c) occ) ∧
    ∀ (χ : AddChar G ℂ) (x : G),
      ∑ y, (((h + K) x y : ℝ) : ℂ) * χ y = (band h χ + band K χ) * χ x := by
  intro P K
  have hP : TranslationInvariant P := density_translationInvariant hs hh
  have hK : TranslationInvariant K := by
    intro s x y
    show -w (x + s) (y + s) * P (x + s) (y + s) = -w x y * P x y
    rw [hw s x y, hP s x y]
  refine ⟨hK.commute hh, hK.commute hP, fun c =>
    ⟨(solvesOEP_iff hs (hK.commute hP) _).2 fun _ _ _ => rfl, hs.add_const c⟩, fun χ x => ?_⟩
  rw [add_mul, ← planeWave_level hh, ← planeWave_level hK, ← Finset.sum_add_distrib]
  refine Finset.sum_congr rfl fun y _ => ?_
  rw [Matrix.add_apply, Complex.ofReal_add, add_mul]
```

Must every solution be constant? It must if each site can be reached from the origin by a chain of sites whose successive density-matrix elements are nonzero: $v$ is equal along each link, hence everywhere. Under this condition every OEP solution preserves the gap of $h$. If $P$ leaves the sites in several unlinked groups, $v$ may take a different constant on each.

```lean
/-- For translation-invariant `h` and `w` and a closed shell of `h` whose density matrix links every
site to the origin through nonzero elements, each OEP solution is a constant `c`, and it moves all
levels of `h` by `c`. -/
theorem oep_solution_constant {h w U : Matrix G G ℝ} {ε : G → ℝ} {occ : Finset G}
    (hs : ClosedShell h U ε occ) (hh : TranslationInvariant h) (hw : TranslationInvariant w)
    (hlink : ∀ x, Relation.ReflTransGen (fun x y => density U occ x y ≠ 0) 0 x)
    {v : G → ℝ} (hv : SolvesOEP U ε occ (exchange w (density U occ)) v) :
    ∃ c, (v = fun _ => c) ∧ ClosedShell (h + diagonal v) U (fun i => ε i + c) occ := by
  have hl := (solvesOEP_iff hs (periodic_exchange_oep hs hh hw).2.1 v).1 hv
  have hc : v = fun _ => v 0 := by
    funext x
    induction hlink x with
    | refl => rfl
    | tail _ hbc ih => exact (hl _ _ hbc).symm.trans ih
  refine ⟨v 0, hc, ?_⟩
  have e := hs.add_const (v 0)
  rwa [← hc] at e
```

## Two sites with different gaps

Take hopping $-t$ with $t>0$, and let $a$ now denote the on-site interaction and $b$ the intersite one. The orbitals are $(1,\pm1)/\sqrt2$ up to an overall sign, with levels $\mp t$ and the lower one occupied. All entries of $P$ are $1/2$, so the sites are linked and OEP keeps the gap $2t$. Nonlocal exchange has diagonal entries $-a/2$ and off-diagonal entries $-b/2$. The levels become $-t-(a+b)/2$ and $t-(a-b)/2$, whose difference is $2t+b$. For a repulsive intersite interaction, $b>0$, nonlocal exchange thus widens the gap by $b$; for $b=0$ the two gaps coincide.

```lean
/-- Two-site ring with hopping `-t`, `t > 0`, and interaction `a` on site, `b` between sites: `h`
and `w` are translation-invariant, filling the lower of the levels `-t, t` gives a closed shell of
`h`, and nonlocal exchange turns these levels into `-t - (a + b)/2` and `t - (a - b)/2`. -/
theorem two_site_witness (t a b s : ℝ) (ht : 0 < t) (hn : s * s = 1 / 2) :
    let h : Matrix (Fin 2) (Fin 2) ℝ := !![0, -t; -t, 0]
    let w : Matrix (Fin 2) (Fin 2) ℝ := !![a, b; b, a]
    let U : Matrix (Fin 2) (Fin 2) ℝ := !![s, s; s, -s]
    ClosedShell h U ![-t, t] {0} ∧ TranslationInvariant h ∧ TranslationInvariant w ∧
    (h + exchange w (density U {0})) * U =
      U * diagonal ![-t - (a + b) / 2, t - (a - b) / 2] := by
  intro h w U
  have hP : density U {0} = !![1 / 2, 1 / 2; 1 / 2, 1 / 2] := by
    ext i j
    fin_cases i <;> fin_cases j <;> simp [density, U] <;> linarith
  refine ⟨⟨?_, ?_, ?_⟩, ?_, ?_, ?_⟩
  · ext i j
    fin_cases i <;> fin_cases j <;> simp [U, Matrix.mul_apply, Fin.sum_univ_two] <;> linarith
  · ext i j
    rw [Matrix.mul_diagonal]
    fin_cases i <;> fin_cases j <;> simp [h, U, Matrix.mul_apply, Fin.sum_univ_two] <;> ring
  · intro i hi c hc
    rw [Finset.mem_singleton.1 hi]
    fin_cases c
    · exact absurd (Finset.mem_singleton_self _) hc
    · show -t < t
      linarith
  · intro r x y
    fin_cases r <;> fin_cases x <;> fin_cases y <;> rfl
  · intro r x y
    fin_cases r <;> fin_cases x <;> fin_cases y <;> rfl
  · have hK : exchange w !![1 / 2, 1 / 2; 1 / 2, 1 / 2] =
        !![-a / 2, -b / 2; -b / 2, -a / 2] := by
      ext i j
      show -w i j * (!![1 / 2, 1 / 2; 1 / 2, 1 / 2] : Matrix (Fin 2) (Fin 2) ℝ) i j = _
      fin_cases i <;> fin_cases j <;> simp [w] <;> ring
    rw [hP, hK]
    ext i j
    rw [Matrix.mul_diagonal]
    fin_cases i <;> fin_cases j <;>
      simp [h, U, Matrix.mul_apply, Fin.sum_univ_two] <;> ring

end

end PeriodicExchangeOEP
```

```lean
#print axioms PeriodicExchangeOEP.periodic_exchange_oep
-- 'PeriodicExchangeOEP.periodic_exchange_oep' depends on axioms: [propext, Classical.choice, Quot.sound]
#print axioms PeriodicExchangeOEP.oep_solution_constant
-- 'PeriodicExchangeOEP.oep_solution_constant' depends on axioms: [propext, Classical.choice, Quot.sound]
```
